# The Einstein A coefficient from the polarisation sum and the angular integral

## Question

Let d be a real transition dipole vector in ℝ³, and let k be the unit vector along which a photon leaves. Let e₁ and e₂ be two real unit polarisation vectors, orthogonal to k and to each other. Write γ for the angle between d and k, ω for the angular frequency of the transition, and V for the quantisation volume; ħ, ε₀ and c have their usual SI meaning.

The textbook calculation of spontaneous emission uses

⟨d,e₁⟩² + ⟨d,e₂⟩² = ‖d‖² sin²γ,

integrates this over all directions to get (8π/3)‖d‖², and multiplies by

(2π/ħ²) · (ħω/(2ε₀V)) · (Vω²/(8π³c³))

to obtain A = ω³‖d‖²/(3πε₀ħc³). Can this be stated and proved in Lean 4 with Mathlib, for any orientation of d and any choice of polarisation vectors?

## Answer

### Modelling choices

Space is `EuclideanSpace ℝ (Fin 3)`, abbreviated `Space`, and the Cartesian components of d are numbered d₀, d₁, d₂ as in Lean. The photon direction is `direction θ φ`, where θ is the polar angle from the third axis and φ the azimuth:

k = (sin θ cos φ, sin θ sin φ, cos θ).

The angle γ is a different quantity from θ unless d points along the positive third axis. In Lean it is `InnerProductGeometry.angle d k`.

The polarisations are functions `e₁` and `e₂` of θ and φ. The only requirement is that k, e₁, e₂ be orthonormal at every pair of real angles. They need not be continuous in the angles.

The quantity `polarizationSum d e₁ e₂` is ⟨d,e₁⟩² + ⟨d,e₂⟩², and `emissionRate` is the integral of this sum, times the prefactor above, over θ from 0 to π and φ from 0 to 2π with weight sin θ. The mode density Vω²/(8π³c³) is counted per solid angle, per unit angular frequency and per polarisation.

The main theorem, `einstein_A_coefficient`, says that if ħ, ε₀, c and V are nonzero, then the rate A defined this way satisfies

3πε₀ħc³ A = ω³‖d‖².

Dividing by the nonzero factor on the left gives the usual formula. The signs of the constants and of ω are left free; physically they are all positive.

The golden rule, the vacuum coupling and the mode density enter through the definition of `emissionRate` and are not derived from a quantised field. The model is a real electric dipole in empty space, so complex dipoles, media, cavities and radiative level shifts are not treated.

### Derivation by hand

**Polarisation sum.** Three orthonormal vectors form a basis of ℝ³, so Parseval's identity gives

‖d‖² = ⟨d,k⟩² + ⟨d,e₁⟩² + ⟨d,e₂⟩².

Hence the polarisation sum S is

S = ‖d‖² − ⟨d,k⟩².

Since k has length 1, ⟨d,k⟩ = ‖d‖ cos γ, and therefore

S = ‖d‖²(1 − cos²γ) = ‖d‖² sin²γ.

For d ≠ 0 this vanishes exactly when γ = 0 or γ = π: there is no emission along the dipole axis.

**Azimuthal integral.** At fixed θ, set p = d₀ sin θ, q = d₁ sin θ and r = d₂ cos θ. Then

⟨d,k⟩ = p cos φ + q sin φ + r.

When this is squared and integrated over a full period, the cross terms vanish, cos²φ and sin²φ each give π, and the constant r² gives 2πr². So

∫ S dφ = 2π‖d‖² − π(d₀² + d₁²) sin²θ − 2πd₂² cos²θ.

Replacing sin²θ by 1 − cos²θ turns this into P + Q cos²θ, with

P = 2π‖d‖² − π(d₀² + d₁²),
Q = π(d₀² + d₁²) − 2πd₂².

**Polar integral.** An antiderivative of (P + Q cos²θ) sin θ is −P cos θ − (Q/3) cos³θ. Between 0 and π it gives 2P + 2Q/3. Inserting P and Q,

2P + 2Q/3 = 4π‖d‖² − (4π/3)(d₀² + d₁² + d₂²) = (8π/3)‖d‖².

**Prefactor.** The volume cancels between the coupling and the mode density:

(2π/ħ²) · (ħω/(2ε₀V)) · (Vω²/(8π³c³)) = ω³/(8π²ε₀ħc³).

Multiplying by (8π/3)‖d‖² gives

A = ω³‖d‖²/(3πε₀ħc³).

### The Lean file

```lean
import Mathlib

open scoped Real InnerProductSpace

namespace SpontaneousEmission

noncomputable section

/-- Three-dimensional Euclidean space, in which dipoles and polarisations live. -/
abbrev Space := EuclideanSpace ℝ (Fin 3)

/-- The unit vector with polar angle `θ` and azimuth `φ`: the photon's direction. -/
def direction (θ φ : ℝ) : Space :=
  !₂[Real.sin θ * Real.cos φ, Real.sin θ * Real.sin φ, Real.cos θ]

/-- The spherical unit vector of increasing polar angle. -/
def thetaHat (θ φ : ℝ) : Space :=
  !₂[Real.cos θ * Real.cos φ, Real.cos θ * Real.sin φ, -Real.sin θ]

/-- The spherical unit vector of increasing azimuth. -/
def phiHat (φ : ℝ) : Space := !₂[-Real.sin φ, Real.cos φ, 0]

/-- The strength with which a dipole `d` couples to two polarisations `e₁` and `e₂`. -/
def polarizationSum (d e₁ e₂ : Space) : ℝ := ⟪d, e₁⟫_ℝ ^ 2 + ⟪d, e₂⟫_ℝ ^ 2

/-- The golden-rule emission rate: `2π/ħ²` times the squared vacuum coupling times the
mode density per solid angle in a volume `V`, integrated over all photon directions. -/
def emissionRate (hbar ε₀ c V ω : ℝ) (d : Space) (e₁ e₂ : ℝ → ℝ → Space) : ℝ :=
  ∫ θ in (0 : ℝ)..π, ∫ φ in (0 : ℝ)..(2 * π),
    (2 * π / hbar ^ 2) * (hbar * ω / (2 * ε₀ * V)) * (V * ω ^ 2 / (8 * π ^ 3 * c ^ 3)) *
      (polarizationSum d (e₁ θ φ) (e₂ θ φ) * Real.sin θ)

/-- The scalar product in Cartesian components. -/
theorem inner_eq (x y : Space) : ⟪x, y⟫_ℝ = x 0 * y 0 + x 1 * y 1 + x 2 * y 2 := by
  simp [PiLp.inner_apply, Fin.sum_univ_three]
  ring

/-- Two orthonormal transverse polarisations together see the squared dipole minus its squared
component along the propagation direction `k`. -/
theorem polarizationSum_eq_sub {k e₁ e₂ : Space} (h : Orthonormal ℝ ![k, e₁, e₂])
    (d : Space) : polarizationSum d e₁ e₂ = ‖d‖ ^ 2 - ⟪d, k⟫_ℝ ^ 2 := by
  -- three orthonormal vectors span space, so Parseval's identity applies
  have hspan := h.linearIndependent.span_eq_top_of_card_eq_finrank' (by simp)
  have hb : ⟪d, k⟫_ℝ * ⟪k, d⟫_ℝ + ⟪d, e₁⟫_ℝ * ⟪e₁, d⟫_ℝ + ⟪d, e₂⟫_ℝ * ⟪e₂, d⟫_ℝ
      = ⟪d, d⟫_ℝ := by
    have := (OrthonormalBasis.mk h hspan.ge).sum_inner_mul_inner d d
    simp only [OrthonormalBasis.coe_mk, Fin.sum_univ_three] at this
    exact this
  have c0 : ⟪k, d⟫_ℝ = ⟪d, k⟫_ℝ := real_inner_comm _ _
  have c1 : ⟪e₁, d⟫_ℝ = ⟪d, e₁⟫_ℝ := real_inner_comm _ _
  have c2 : ⟪e₂, d⟫_ℝ = ⟪d, e₂⟫_ℝ := real_inner_comm _ _
  rw [c0, c1, c2, real_inner_self_eq_norm_sq] at hb
  unfold polarizationSum
  linear_combination hb

/-- For orthonormal transverse polarisations, the polarisation sum is the squared dipole times the squared sine of the angle between
the dipole and the propagation direction. -/
theorem polarizationSum_eq_sin_sq {k e₁ e₂ : Space} (h : Orthonormal ℝ ![k, e₁, e₂])
    (d : Space) : polarizationSum d e₁ e₂ =
      ‖d‖ ^ 2 * Real.sin (InnerProductGeometry.angle d k) ^ 2 := by
  have hk : ‖k‖ = 1 := h.1 0
  have hc := InnerProductGeometry.cos_angle_mul_norm_mul_norm d k
  rw [hk, mul_one] at hc
  rw [polarizationSum_eq_sub h, ← hc, Real.sin_sq]
  ring

/-- A nonzero dipole decouples from both of two orthonormal transverse polarisations exactly when the propagation
direction is parallel or antiparallel to it. -/
theorem polarizationSum_eq_zero_iff {k e₁ e₂ : Space} (h : Orthonormal ℝ ![k, e₁, e₂])
    {d : Space} (hd : d ≠ 0) : polarizationSum d e₁ e₂ = 0 ↔
      InnerProductGeometry.angle d k = 0 ∨ InnerProductGeometry.angle d k = π := by
  have hn : ‖d‖ ^ 2 ≠ 0 := pow_ne_zero 2 (norm_ne_zero_iff.mpr hd)
  rw [polarizationSum_eq_sin_sq h, mul_eq_zero, or_iff_right hn, sq_eq_zero_iff]
  exact InnerProductGeometry.sin_eq_zero_iff_angle_eq_zero_or_angle_eq_pi

/-- The azimuthal integral of a constant minus a squared dipole projection. -/
theorem azimuthal_integral (N p q r : ℝ) :
    ∫ x in (0 : ℝ)..(2 * π), (N - (p * Real.cos x + q * Real.sin x + r) ^ 2) =
      2 * π * N - π * (p ^ 2 + q ^ 2) - 2 * π * r ^ 2 := by
  have h : ∀ x : ℝ, HasDerivAt (fun x : ℝ => (N - (p ^ 2 + q ^ 2) / 2 - r ^ 2) * x
      + (-(p ^ 2 - q ^ 2) / 2) * (Real.sin x * Real.cos x)
      + (-(p * q)) * (Real.sin x * Real.sin x)
      + (-(2 * r * p)) * Real.sin x + (2 * r * q) * Real.cos x)
      (N - (p * Real.cos x + q * Real.sin x + r) ^ 2) x := by
    intro x
    have hs := Real.hasDerivAt_sin x
    have hc := Real.hasDerivAt_cos x
    refine ((((((hasDerivAt_id' x).const_mul _).fun_add
      ((hs.fun_mul hc).const_mul _)).fun_add ((hs.fun_mul hs).const_mul _)).fun_add
      (hs.const_mul _)).fun_add (hc.const_mul _)).congr_deriv ?_
    linear_combination ((p ^ 2 + q ^ 2) / 2) * Real.sin_sq_add_cos_sq x
  rw [intervalIntegral.integral_eq_sub_of_hasDerivAt (fun x _ => h x)
    (Continuous.intervalIntegrable (by fun_prop) _ _)]
  simp only [Real.sin_two_pi, Real.cos_two_pi, Real.sin_zero, Real.cos_zero]
  ring

/-- The polar integral of a constant plus a squared cosine, with the solid-angle weight. -/
theorem polar_integral (P Q : ℝ) :
    ∫ x in (0 : ℝ)..π, (P + Q * Real.cos x ^ 2) * Real.sin x = 2 * P + 2 * Q / 3 := by
  have h : ∀ x : ℝ, HasDerivAt (fun x : ℝ => (-P) * Real.cos x
      + (-Q / 3) * (Real.cos x * Real.cos x * Real.cos x))
      ((P + Q * Real.cos x ^ 2) * Real.sin x) x := by
    intro x
    have hc := Real.hasDerivAt_cos x
    refine ((hc.const_mul _).fun_add
      (((hc.fun_mul hc).fun_mul hc).const_mul _)).congr_deriv ?_
    ring
  rw [intervalIntegral.integral_eq_sub_of_hasDerivAt (fun x _ => h x)
    (Continuous.intervalIntegrable (by fun_prop) _ _)]
  simp only [Real.cos_pi, Real.cos_zero]
  ring

/-- Over the whole sphere the polarisation sum integrates to `8π/3` times the squared
dipole, for every dipole orientation and every choice of orthonormal transverse polarisations. -/
theorem angular_integral (d : Space) (e₁ e₂ : ℝ → ℝ → Space)
    (h : ∀ θ φ, Orthonormal ℝ ![direction θ φ, e₁ θ φ, e₂ θ φ]) :
    ∫ θ in (0 : ℝ)..π, ∫ φ in (0 : ℝ)..(2 * π),
      polarizationSum d (e₁ θ φ) (e₂ θ φ) * Real.sin θ = 8 * π / 3 * ‖d‖ ^ 2 := by
  have hN : ‖d‖ ^ 2 = d 0 ^ 2 + d 1 ^ 2 + d 2 ^ 2 := by
    rw [← real_inner_self_eq_norm_sq, inner_eq]
    ring
  -- integrate over the azimuth at fixed polar angle
  have h1 : ∀ θ : ℝ, ∫ φ in (0 : ℝ)..(2 * π),
      polarizationSum d (e₁ θ φ) (e₂ θ φ) * Real.sin θ =
      ((2 * π * ‖d‖ ^ 2 - π * (d 0 ^ 2 + d 1 ^ 2))
        + (π * (d 0 ^ 2 + d 1 ^ 2) - 2 * π * d 2 ^ 2) * Real.cos θ ^ 2) * Real.sin θ := by
    intro θ
    have h2 : ∀ φ : ℝ, polarizationSum d (e₁ θ φ) (e₂ θ φ) = ‖d‖ ^ 2 -
        (d 0 * Real.sin θ * Real.cos φ + d 1 * Real.sin θ * Real.sin φ
          + d 2 * Real.cos θ) ^ 2 := by
      intro φ
      have hk : ⟪d, direction θ φ⟫_ℝ = d 0 * (Real.sin θ * Real.cos φ)
          + d 1 * (Real.sin θ * Real.sin φ) + d 2 * Real.cos θ := inner_eq _ _
      rw [polarizationSum_eq_sub (h θ φ), hk]
      ring
    simp only [h2]
    rw [intervalIntegral.integral_mul_const, azimuthal_integral]
    linear_combination (-(π * (d 0 ^ 2 + d 1 ^ 2)) * Real.sin θ) *
      Real.sin_sq_add_cos_sq θ
  simp only [h1]
  rw [polar_integral, hN]
  ring

/-- The Einstein A coefficient: the total emission rate `A` of a dipole `d` at angular
frequency `ω` obeys `3π ε₀ ħ c³ A = ω³ ‖d‖²`. -/
theorem einstein_A_coefficient {hbar ε₀ c V : ℝ} (hh : hbar ≠ 0) (hε : ε₀ ≠ 0)
    (hc : c ≠ 0) (hV : V ≠ 0) (ω : ℝ) (d : Space) (e₁ e₂ : ℝ → ℝ → Space)
    (h : ∀ θ φ, Orthonormal ℝ ![direction θ φ, e₁ θ φ, e₂ θ φ]) :
    3 * π * ε₀ * hbar * c ^ 3 * emissionRate hbar ε₀ c V ω d e₁ e₂ = ω ^ 3 * ‖d‖ ^ 2 := by
  have hπ : π ≠ 0 := Real.pi_ne_zero
  unfold emissionRate
  simp only [intervalIntegral.integral_const_mul]
  rw [angular_integral d e₁ e₂ h]
  -- the quantisation volume cancels between coupling and mode density
  field_simp

/-- The spherical unit vectors `thetaHat` and `phiHat` are transverse polarisations for
every photon direction. -/
theorem polarization_frame_witness (θ φ : ℝ) :
    Orthonormal ℝ ![direction θ φ, thetaHat θ φ, phiHat φ] := by
  have hi : ∀ a b c x y z : ℝ, ⟪(!₂[a, b, c] : Space), (!₂[x, y, z] : Space)⟫_ℝ
      = a * x + b * y + c * z := fun a b c x y z => inner_eq _ _
  have h1 := Real.sin_sq_add_cos_sq θ
  have h2 := Real.sin_sq_add_cos_sq φ
  have unit : ∀ x : Space, ⟪x, x⟫_ℝ = 1 → ‖x‖ = 1 := by
    intro x hx
    rw [real_inner_self_eq_norm_sq] at hx
    nlinarith [norm_nonneg x]
  have n0 : ‖direction θ φ‖ = 1 := unit _ (by
    rw [direction, hi]; linear_combination Real.sin θ ^ 2 * h2 + h1)
  have n1 : ‖thetaHat θ φ‖ = 1 := unit _ (by
    rw [thetaHat, hi]; linear_combination Real.cos θ ^ 2 * h2 + h1)
  have n2 : ‖phiHat φ‖ = 1 := unit _ (by
    rw [phiHat, hi]; linear_combination h2)
  have a : ⟪direction θ φ, thetaHat θ φ⟫_ℝ = 0 := by
    rw [direction, thetaHat, hi]; linear_combination Real.sin θ * Real.cos θ * h2
  have b : ⟪direction θ φ, phiHat φ⟫_ℝ = 0 := by
    rw [direction, phiHat, hi]; ring
  have c : ⟪thetaHat θ φ, phiHat φ⟫_ℝ = 0 := by
    rw [thetaHat, phiHat, hi]; ring
  refine ⟨fun i => ?_, fun i j hij => ?_⟩
  · fin_cases i
    exacts [n0, n1, n2]
  · fin_cases i <;> fin_cases j
    exacts [absurd rfl hij, a, b, (real_inner_comm _ _).trans a, absurd rfl hij, c,
      (real_inner_comm _ _).trans b, (real_inner_comm _ _).trans c, absurd rfl hij]

end

end SpontaneousEmission
```

```lean
#print axioms SpontaneousEmission.polarizationSum_eq_zero_iff
#print axioms SpontaneousEmission.einstein_A_coefficient
```

```
'SpontaneousEmission.polarizationSum_eq_zero_iff' depends on axioms: [propext, Classical.choice, Quot.sound]
'SpontaneousEmission.einstein_A_coefficient' depends on axioms: [propext, Classical.choice, Quot.sound]
```

### How the proof follows the derivation

`inner_eq` writes the scalar product in components. `polarizationSum_eq_sub` is the Parseval step: linear independence and a dimension count show that the three vectors span space, `OrthonormalBasis.mk` makes them a basis, and `sum_inner_mul_inner` supplies the identity. `polarizationSum_eq_sin_sq` inserts the cosine of the angle, and `polarizationSum_eq_zero_iff` identifies the directions without emission.

`azimuthal_integral` and `polar_integral` each state an explicit antiderivative, check its derivative, and evaluate it at the endpoints. In the azimuthal case the derivative check uses sin²x + cos²x = 1, which is where the averages of cos²φ and sin²φ come from.

`angular_integral` joins these parts. Its step `h2` replaces the polarisation sum by the expression in p, q and r, so the arbitrary functions `e₁` and `e₂` disappear before anything is integrated. Step `h1` is the azimuthal result in the form (P + Q cos²θ) sin θ, and `polar_integral` finishes.

In `einstein_A_coefficient`, `integral_const_mul` pulls the prefactor out of both integrals, `angular_integral` evaluates what remains, and `field_simp` performs the cancellation. Finally, `polarization_frame_witness` shows that the spherical unit vectors `thetaHat` and `phiHat` satisfy the orthonormality requirement at all angles, so the theorem applies to at least one explicit frame.

### What fails without the hypotheses

Suppose e₁ and e₂ are both unit vectors orthogonal to k, but not orthogonal to each other. Take d = (0, 0, 1) and let both be `thetaHat θ φ`. Each scalar product is −sin θ, so the sum is 2 sin²θ and its integral over the sphere is

2 · 2π · (4/3) = 16π/3,

twice the correct value. Choosing `phiHat φ` for both gives 0 instead. Mutual orthogonality is what makes the answer independent of the frame.

The nonzero conditions on the constants matter too. Lean sets division by zero to zero, so with V = 0 the defined rate is 0, while ω³‖d‖² is 1 for ω = 1 and the same d.

### In an actual calculation

An electronic-structure program that reports an excitation energy and a real transition dipole supplies what this free-space dipole formula needs. In Hartree atomic units, where ħ = 1 and 4πε₀ = 1, it becomes

A = 4ω³(d₀² + d₁² + d₂²)/(3c³),

with ω equal to the excitation energy and c equal to the reciprocal of the fine-structure constant. Only the squared length of the dipole enters, so the molecule's orientation in the input coordinates is irrelevant.

A common place to lose a factor is the mode density. If a code uses the total density Vω²/(π²c³), both polarisations and the full solid angle 4π are already counted. The squared dipole projection must then be averaged, not summed, over polarisations and directions, and that average is

(8π/3)‖d‖²/(2 · 4π) = ‖d‖²/3.
